# The local kinetic energy of a Slater determinant from its inverse matrix

Let row \(k\) of a square matrix hold twice differentiable functions \(\varphi_j(t)\), with the other rows fixed, and let \(f(t)\) be its determinant. If the matrix at \(t_0\) has inverse \(B\), then

\[
\frac{f''(t_0)}{f(t_0)}=\sum_j \varphi_j''(t_0)\,B_{jk}.
\]

For a single Slater determinant of smooth orbitals, summing such terms over coordinates and electrons and multiplying by \(-\tfrac12\) gives, in atomic units, the local kinetic energy sampled in quantum Monte Carlo.

## Matrices, positions and the Laplacian

```lean
import Mathlib

open Matrix

namespace SlaterLocalKinetic

noncomputable section

variable {n ι : Type*} [Fintype n] [DecidableEq n] [Fintype ι] [DecidableEq ι]
```

The finite set `n` labels both electrons and orbitals, and the finite set `ι` labels the coordinates of one electron. Spin does not appear: the determinant below is that of electrons with equal spin. A doubly occupied orbital would give it two equal columns and make it zero.

```lean
/-- The matrix `A` with row `k` replaced by the orbital values `φ j t`. -/
def movedRow (A : Matrix n n ℂ) (k : n) (φ : n → ℝ → ℂ) (t : ℝ) : Matrix n n ℂ :=
  A.updateRow k (fun j => φ j t)
```

`movedRow A k φ t` is the matrix \(A\) with row \(k\) replaced by the values \(\varphi_j(t)\). Its determinant is \(f(t)\).

```lean
/-- The Slater matrix: row `i` holds the values of all orbitals at the position of electron `i`. -/
def slaterMatrix (φ : n → (ι → ℝ) → ℂ) (R : n → ι → ℝ) : Matrix n n ℂ :=
  Matrix.of fun i j => φ j (R i)
```

A configuration `R` gives electron \(i\) the position \(r_i\), written `R i`. The Slater matrix has entries \(A_{ij}=\varphi_j(r_i)\): rows are electrons, columns are orbitals.

```lean
/-- The (unnormalised) Slater determinant as a function of the electron positions. -/
def slater (φ : n → (ι → ℝ) → ℂ) (R : n → ι → ℝ) : ℂ := (slaterMatrix φ R).det
```

The wavefunction is \(\Psi=\det A\). For \(N\) electrons the usual prefactor \(1/\sqrt{N!}\) is left out; it cancels in every ratio below.

```lean
/-- The Laplacian of `g` at `r`: the sum of the second derivatives along the coordinates. -/
def coordLaplacian (g : (ι → ℝ) → ℂ) (r : ι → ℝ) : ℂ :=
  ∑ a, deriv (deriv fun t => g (Function.update r a t)) (r a)
```

`Function.update r a t` is \(r\) with coordinate \(a\) set to \(t\), and `deriv` is the ordinary derivative. The sum is therefore \(\Delta g=\sum_a\partial_a^2 g\).

```lean
/-- The local kinetic energy `-½ ∑ₖ Δₖ Ψ / Ψ` in atomic units, for configurations with
`Ψ R ≠ 0`. -/
def localKinetic (Ψ : (n → ι → ℝ) → ℂ) (R : n → ι → ℝ) : ℂ :=
  -(1 / 2) * (∑ k, coordLaplacian (fun r => Ψ (Function.update R k r)) (R k)) / Ψ R
```

This is \(-\tfrac12\sum_k\Delta_k\Psi/\Psi\) in atomic units, where \(\Delta_k\) acts on the position of electron \(k\).

## One moving row

```lean
/-- Expansion of a determinant along a replaced row, with the cofactors of the original matrix. -/
theorem det_updateRow_eq_sum (A : Matrix n n ℂ) (k : n) (v : n → ℂ) :
    (A.updateRow k v).det = ∑ j, v j * A.adjugate j k := by
  rw [← Matrix.cramer_transpose_apply, Matrix.cramer_eq_adjugate_mulVec,
    ← Matrix.adjugate_transpose]
  simp only [Matrix.mulVec, dotProduct, Matrix.transpose_apply]
  exact Finset.sum_congr rfl fun j _ => mul_comm _ _
```

Let \(C_{kj}\) be the cofactors of \(A\) along row \(k\). They do not involve that row, so replacing it by \(v\) gives the determinant \(\sum_j v_jC_{kj}\). The adjugate is the transposed cofactor matrix, hence `A.adjugate j k`. The proof takes the expansion from Mathlib's form of Cramer's rule.

```lean
/-- Determinant ratio for a one-electron move: replacing row `k` by `v` multiplies the
determinant by `∑ⱼ vⱼ Bⱼₖ`, where `B` is the inverse matrix. -/
theorem det_ratio {A B : Matrix n n ℂ} (hB : A * B = 1) (k : n) (v : n → ℂ) :
    (A.updateRow k v).det / A.det = ∑ j, v j * B j k := by
  have hdet : A.det ≠ 0 := by
    intro h0
    have h := congrArg Matrix.det hB
    rw [Matrix.det_mul, h0, zero_mul, Matrix.det_one] at h
    exact zero_ne_one h
  -- the adjugate is the determinant times the inverse
  have hadj : A.adjugate = A.det • B := by
    calc A.adjugate = A.adjugate * (A * B) := by rw [hB, mul_one]
      _ = A.det • B := by
        rw [← mul_assoc, Matrix.adjugate_mul, Matrix.smul_mul, one_mul]
  rw [det_updateRow_eq_sum, hadj, div_eq_iff hdet, Finset.sum_mul]
  refine Finset.sum_congr rfl fun j _ => ?_
  rw [Matrix.smul_apply, smul_eq_mul]
  ring
```

The hypothesis `hB` says \(AB=1\). Then \(\det A\,\det B=1\), so \(\det A\neq0\), and

\[
\operatorname{adj}A=(\operatorname{adj}A)\,AB=(\det A)\,B .
\]

Inserting this in the expansion and dividing by \(\det A\) leaves \(\sum_j v_jB_{jk}\). The steps `hdet` and `hadj` are these two facts.

```lean
/-- If only row `k` depends on `t`, the derivative of the determinant is the determinant with
that row differentiated. -/
theorem deriv_det_movedRow (A : Matrix n n ℂ) (k : n) (φ : n → ℝ → ℂ) (t : ℝ)
    (hφ : ∀ j, DifferentiableAt ℝ (φ j) t) :
    deriv (fun s => (movedRow A k φ s).det) t
      = (movedRow A k (fun j => deriv (φ j)) t).det := by
  simp only [movedRow, det_updateRow_eq_sum]
  exact (HasDerivAt.fun_sum fun j _ => (hφ j).hasDerivAt.mul_const _).deriv
```

Since \(f(t)=\sum_j\varphi_j(t)C_{kj}\) with constant cofactors, \(f'(t)=\sum_j\varphi_j'(t)C_{kj}\). This is the determinant with row \(k\) differentiated.

```lean
/-- The logarithmic derivative of the determinant along the moved row is `∑ⱼ φⱼ'(t₀) Bⱼₖ`. -/
theorem log_deriv_movedRow (A B : Matrix n n ℂ) (k : n) (φ : n → ℝ → ℂ) (t₀ : ℝ)
    (hφ : ∀ j, DifferentiableAt ℝ (φ j) t₀) (hB : movedRow A k φ t₀ * B = 1) :
    deriv (fun t => (movedRow A k φ t).det) t₀ / (movedRow A k φ t₀).det
      = ∑ j, deriv (φ j) t₀ * B j k := by
  have hrow : (movedRow A k φ t₀).updateRow k (fun j => deriv (φ j) t₀)
      = movedRow A k (fun j => deriv (φ j)) t₀ := by
    ext i j
    by_cases h : i = k <;> simp [movedRow, Matrix.updateRow_apply, h]
  rw [deriv_det_movedRow A k φ t₀ hφ, ← hrow, det_ratio hB]
```

Apply the determinant ratio to the matrix at \(t_0\), with \(v_j=\varphi_j'(t_0)\):

\[
\frac{f'(t_0)}{f(t_0)}=\sum_j\varphi_j'(t_0)B_{jk}.
\]

The step `hrow` records that replacing row \(k\) twice leaves only the second replacement.

```lean
/-- The second derivative of the determinant along the moved row, divided by the determinant,
is `∑ⱼ φⱼ''(t₀) Bⱼₖ`. -/
theorem second_deriv_movedRow (A B : Matrix n n ℂ) (k : n) (φ : n → ℝ → ℂ) (t₀ : ℝ)
    (hφ : ∀ j, Differentiable ℝ (φ j)) (hφ' : ∀ j, DifferentiableAt ℝ (deriv (φ j)) t₀)
    (hB : movedRow A k φ t₀ * B = 1) :
    deriv (deriv fun t => (movedRow A k φ t).det) t₀ / (movedRow A k φ t₀).det
      = ∑ j, deriv (deriv (φ j)) t₀ * B j k := by
  have hfirst : (deriv fun t => (movedRow A k φ t).det)
      = fun t => (movedRow A k (fun j => deriv (φ j)) t).det :=
    funext fun t => deriv_det_movedRow A k φ t fun j => hφ j t
  have hrow : (movedRow A k φ t₀).updateRow k (fun j => deriv (deriv (φ j)) t₀)
      = movedRow A k (fun j => deriv (deriv (φ j))) t₀ := by
    ext i j
    by_cases h : i = k <;> simp [movedRow, Matrix.updateRow_apply, h]
  rw [hfirst, deriv_det_movedRow A k (fun j => deriv (φ j)) t₀ hφ', ← hrow, det_ratio hB]
```

Differentiating twice gives \(f''(t_0)=\sum_j\varphi_j''(t_0)C_{kj}\), and the same ratio yields the opening formula. In Lean, `hfirst` identifies \(f'\) as a function of \(t\), so that the derivative rule can be used again.

## All coordinates, all electrons

```lean
omit [Fintype n] [Fintype ι] [DecidableEq ι] in
/-- Moving electron `k` to `r` replaces row `k` of the Slater matrix by the orbital values
at `r`. -/
theorem slaterMatrix_update (φ : n → (ι → ℝ) → ℂ) (R : n → ι → ℝ) (k : n) (r : ι → ℝ) :
    slaterMatrix φ (Function.update R k r)
      = (slaterMatrix φ R).updateRow k (fun j => φ j r) := by
  ext i j
  by_cases h : i = k
  · subst h
    simp [slaterMatrix]
  · simp [slaterMatrix, Matrix.updateRow_apply, h]
```

Moving electron \(k\) to \(r\) changes only row \(k\), which becomes \(\varphi_j(r)\).

```lean
/-- The Laplacian of a Slater determinant in the position of electron `k`, divided by the
determinant, is `∑ⱼ Δφⱼ(rₖ) Bⱼₖ`. -/
theorem electron_laplacian_ratio (φ : n → (ι → ℝ) → ℂ) (hφ : ∀ j, ContDiff ℝ 2 (φ j))
    (R : n → ι → ℝ) (B : Matrix n n ℂ) (hB : slaterMatrix φ R * B = 1) (k : n) :
    coordLaplacian (fun r => slater φ (Function.update R k r)) (R k) / slater φ R
      = ∑ j, coordLaplacian (φ j) (R k) * B j k := by
  -- each orbital is twice differentiable along each coordinate line
  have hline : ∀ a j, ContDiff ℝ 2 (fun t : ℝ => φ j (Function.update (R k) a t)) := by
    intro a j
    refine (hφ j).comp (contDiff_pi.2 fun b => ?_)
    by_cases h : b = a
    · subst h
      simp only [Function.update_self]
      exact contDiff_id
    · simp only [Function.update_of_ne h]
      exact contDiff_const
  have h0 : ∀ a, movedRow (slaterMatrix φ R) k
      (fun j t => φ j (Function.update (R k) a t)) (R k a) = slaterMatrix φ R := by
    intro a
    ext i j
    by_cases h : i = k
    · subst h
      simp [movedRow, slaterMatrix]
    · simp [movedRow, Matrix.updateRow_apply, h]
  calc coordLaplacian (fun r => slater φ (Function.update R k r)) (R k) / slater φ R
      = ∑ a, ∑ j, deriv (deriv fun t => φ j (Function.update (R k) a t)) (R k a) * B j k := by
        simp only [coordLaplacian, slater, slaterMatrix_update, Finset.sum_div]
        refine Finset.sum_congr rfl fun a _ => ?_
        have h := second_deriv_movedRow (slaterMatrix φ R) B k
          (fun j t => φ j (Function.update (R k) a t)) (R k a)
          (fun j => (hline a j).differentiable (by norm_num))
          (fun j => (hline a j).differentiable_deriv_two _) (by rw [h0 a]; exact hB)
        rw [h0 a] at h
        exact h
    _ = ∑ j, coordLaplacian (φ j) (R k) * B j k := by
        rw [Finset.sum_comm]
        simp only [coordLaplacian, Finset.sum_mul]
```

Vary coordinate \(a\) of \(r_k\) alone. The previous formula gives \(\partial_a^2\Psi/\Psi=\sum_j\partial_a^2\varphi_j(r_k)B_{jk}\), and summing over \(a\) gives

\[
\frac{\Delta_k\Psi}{\Psi}=\sum_j\Delta\varphi_j(r_k)\,B_{jk}.
\]

`hline` supplies smoothness along each coordinate line, and `h0` says that the line passes through the original configuration. The hypothesis `ContDiff ℝ 2` asks for continuous second derivatives everywhere, which excludes orbitals with a cusp at a nucleus.

```lean
/-- The local kinetic energy of a Slater determinant is `-½ ∑ₖ ∑ⱼ Δφⱼ(rₖ) Bⱼₖ`, where `B` is
the inverse Slater matrix. -/
theorem localKinetic_slater (φ : n → (ι → ℝ) → ℂ) (hφ : ∀ j, ContDiff ℝ 2 (φ j))
    (R : n → ι → ℝ) (B : Matrix n n ℂ) (hB : slaterMatrix φ R * B = 1) :
    localKinetic (slater φ) R
      = -(1 / 2) * ∑ k, ∑ j, coordLaplacian (φ j) (R k) * B j k := by
  rw [localKinetic, mul_div_assoc, Finset.sum_div]
  simp only [electron_laplacian_ratio φ hφ R B hB]
```

Summing over \(k\) and multiplying by \(-\tfrac12\) gives the local kinetic energy.

A Monte Carlo code that stores \(B\) evaluates the orbital Laplacians at \(r_k\) and takes their dot product with column \(k\) of \(B\). After an accepted one-electron move, it can update \(B\) by the Sherman–Morrison formula instead of inverting again. If a Jastrow factor multiplies the determinant, the kinetic energy also needs the first-derivative ratios.

## Independent electrons have constant local energy

```lean
/-- If every orbital solves the one-electron Schrödinger equation with potential `v` and energy
`ε j`, then wherever the Slater determinant is nonzero its local kinetic energy plus the
potential energy `∑ₖ v(rₖ)` equals `∑ⱼ εⱼ`. -/
theorem local_energy_independent_electrons (φ : n → (ι → ℝ) → ℂ)
    (hφ : ∀ j, ContDiff ℝ 2 (φ j)) (v : (ι → ℝ) → ℝ) (ε : n → ℝ)
    (hS : ∀ j r, -(1 / 2) * coordLaplacian (φ j) r + (v r : ℂ) * φ j r = (ε j : ℂ) * φ j r)
    (R : n → ι → ℝ) (hR : slater φ R ≠ 0) :
    localKinetic (slater φ) R + ∑ k, (v (R k) : ℂ) = ∑ j, (ε j : ℂ) := by
  obtain ⟨B, hB, hB'⟩ : ∃ B, slaterMatrix φ R * B = 1 ∧ B * slaterMatrix φ R = 1 :=
    ⟨(slaterMatrix φ R)⁻¹, Matrix.mul_nonsing_inv _ (isUnit_iff_ne_zero.2 hR),
      Matrix.nonsing_inv_mul _ (isUnit_iff_ne_zero.2 hR)⟩
  -- diagonal entries of the two inverse relations
  have h1 : ∀ j, ∑ k, B j k * φ j (R k) = 1 := by
    intro j
    have h := congrFun (congrFun hB' j) j
    rw [Matrix.mul_apply, Matrix.one_apply_eq] at h
    exact h
  have h2 : ∀ k, ∑ j, φ j (R k) * B j k = 1 := by
    intro k
    have h := congrFun (congrFun hB k) k
    rw [Matrix.mul_apply, Matrix.one_apply_eq] at h
    exact h
  -- insert the one-electron equation
  have h3 : -(1 / 2) * ∑ k, ∑ j, coordLaplacian (φ j) (R k) * B j k
      = ∑ k, ∑ j, ((ε j : ℂ) * (B j k * φ j (R k))
          - (v (R k) : ℂ) * (φ j (R k) * B j k)) := by
    simp only [Finset.mul_sum]
    refine Finset.sum_congr rfl fun k _ => Finset.sum_congr rfl fun j _ => ?_
    linear_combination B j k * hS j (R k)
  have h4 : ∑ k, ∑ j, (ε j : ℂ) * (B j k * φ j (R k)) = ∑ j, (ε j : ℂ) := by
    rw [Finset.sum_comm]
    exact Finset.sum_congr rfl fun j _ => by rw [← Finset.mul_sum, h1, mul_one]
  have h5 : ∑ k, ∑ j, (v (R k) : ℂ) * (φ j (R k) * B j k) = ∑ k, (v (R k) : ℂ) :=
    Finset.sum_congr rfl fun k _ => by rw [← Finset.mul_sum, h2, mul_one]
  rw [localKinetic_slater φ hφ R B hB, h3]
  simp only [Finset.sum_sub_distrib]
  rw [h4, h5]
  ring

end

end SlaterLocalKinetic
```

Here `hS` assumes that every orbital solves \(-\tfrac12\Delta\varphi_j+v\varphi_j=\varepsilon_j\varphi_j\) with the same real potential \(v\); the electrons do not interact. As before, `hφ` excludes orbitals with a cusp at a nucleus. Substituting for \(-\tfrac12\Delta\varphi_j(r_k)\), the local kinetic energy becomes

\[
\sum_j\varepsilon_j\sum_k B_{jk}\varphi_j(r_k)-\sum_k v(r_k)\sum_j\varphi_j(r_k)B_{jk}.
\]

Both inner sums equal 1: they are the diagonal entries \((BA)_{jj}\) and \((AB)_{kk}\), named `h1` and `h2`. Adding \(\sum_k v(r_k)\) leaves \(\sum_j\varepsilon_j\) at every configuration with \(\Psi\neq0\). This gives a test for a code: if it is run on such a model with exact orbitals and exact formulas for their Laplacians, a local energy that varies beyond rounding error signals a mistake.

```lean
#print axioms SlaterLocalKinetic.log_deriv_movedRow
-- 'SlaterLocalKinetic.log_deriv_movedRow' depends on axioms: [propext, Classical.choice, Quot.sound]
#print axioms SlaterLocalKinetic.localKinetic_slater
-- 'SlaterLocalKinetic.localKinetic_slater' depends on axioms: [propext, Classical.choice, Quot.sound]
#print axioms SlaterLocalKinetic.local_energy_independent_electrons
-- 'SlaterLocalKinetic.local_energy_independent_electrons' depends on axioms: [propext, Classical.choice, Quot.sound]
```
